# An error bound for the scaled Taylor approximation of exp(A) in a real Banach algebra with ‖1‖ = 1

**Q:** To build the Boltzmann operator \(e^{-\beta H}\) for a Hamiltonian matrix \(H\) at inverse temperature \(\beta\), I divide \(-\beta H\) by \(2^j\), evaluate a Taylor polynomial of degree \(m\), and square the result \(j\) times. I want to choose \(m\) and \(j\) before I start. Squaring can amplify the truncation error, so what bounds the final one?

**A:** Write \(A=-\beta H\) and \(s=2^j\), let \(\|\cdot\|\) be the operator norm and \(a=\|A\|\), and let \(T\) be the polynomial at \(A/s\). Then

\[
\|e^A-T^s\|\le \frac{a^{m+1}e^a}{s^m\,(m+1)!}.
\]

Each further squaring divides this bound by \(2^m\). It holds for every natural \(s\ge1\), not only for powers of two.

**Q:** My \(H\) is a complex Hermitian matrix. Why does the formal version speak of a real algebra?

**A:** Only real scalars are needed, and complex matrices also form a real algebra. The type `𝔸` holds the operators. Hermiticity is never used.

In Lean 4 with Mathlib:

```lean
import Mathlib

open Filter Topology

namespace ScalingAndSquaring

noncomputable section

variable {𝔸 : Type*} [NormedRing 𝔸] [NormedAlgebra ℝ 𝔸]
```

The polynomial is the explicit sum \(\sum_{k=0}^m X^k/k!\).

```lean
/-- The Taylor polynomial of degree `m` of the exponential, evaluated at `X`. -/
def taylorExp (m : ℕ) (X : 𝔸) : 𝔸 :=
  ∑ k ∈ Finset.range (m + 1), (k.factorial : ℝ)⁻¹ • X ^ k
```

`scaledTaylor m s A` evaluates it at \(A/s\) and takes the power \(s\).

```lean
/-- The scaled Taylor approximation of `exp A`: the Taylor polynomial of degree `m` at `A / s`,
raised to the power `s`, for `s ≥ 1`. -/
def scaledTaylor (m s : ℕ) (A : 𝔸) : 𝔸 :=
  taylorExp m ((s : ℝ)⁻¹ • A) ^ s
```

**Q:** How would you derive the bound by hand?

**A:** Put \(X=A/s\), \(x=\|X\|=a/s\) and \(E=e^X\). Since \(\|X^k/k!\|\le x^k/k!\), summing gives \(\|E\|\le e^x\) and \(\|T\|\le e^x\). The truncation error is the tail of the series, and \((n+m+1)!\ge n!\,(m+1)!\), so

\[
\|E-T\|\le\sum_{n\ge0}\frac{x^{n+m+1}}{(n+m+1)!}
\le\frac{x^{m+1}}{(m+1)!}\,e^x .
\]

For the powers, exchange one factor at a time:

\[
E^{n+2}-T^{n+2}=E\,(E^{n+1}-T^{n+1})+(E-T)\,T^{n+1}.
\]

By induction, \(\|E^s-T^s\|\le s\,e^{(s-1)x}\|E-T\|\). Finally \(e^A=E^s\) and \(sx=a\), hence

\[
\|e^A-T^s\|\le s\,e^{(s-1)x}\,\frac{x^{m+1}}{(m+1)!}\,e^x
=\frac{a^{m+1}e^a}{s^m(m+1)!}.
\]

**Q:** Where does the code make the comparison with ordinary numbers?

**A:** It first records the real exponential series.

```lean
/-- The exponential series of a real number sums to its exponential. -/
theorem hasSum_real_exp (x : ℝ) :
    HasSum (fun n : ℕ => (n.factorial : ℝ)⁻¹ * x ^ n) (Real.exp x) := by
  rw [Real.exp_eq_exp_ℝ]
  simpa only [smul_eq_mul] using NormedSpace.exp_series_hasSum_exp' (𝕂 := ℝ) x
```

Then `NormOneClass` sets \(\|1\|=1\), which the term \(k=0\) uses. The operator norm on a nonzero space satisfies it; the Frobenius norm of an \(N\times N\) identity is \(\sqrt N\), so that norm does not qualify for \(N>1\).

```lean
variable [NormOneClass 𝔸]

/-- Each term of the exponential series of `X` is bounded in norm by the corresponding term of
the series of the number `‖X‖`. -/
theorem norm_term_le (X : 𝔸) (k : ℕ) :
    ‖(k.factorial : ℝ)⁻¹ • X ^ k‖ ≤ (k.factorial : ℝ)⁻¹ * ‖X‖ ^ k := by
  rw [norm_smul, Real.norm_of_nonneg (by positivity)]
  exact mul_le_mul_of_nonneg_left (norm_pow_le X k) (by positivity)
```

Summing these termwise bounds controls the polynomial.

```lean
/-- The Taylor polynomial of the exponential at `X` has norm at most `e^‖X‖`. -/
theorem norm_taylorExp_le (m : ℕ) (X : 𝔸) : ‖taylorExp m X‖ ≤ Real.exp ‖X‖ := by
  refine (norm_sum_le_of_le _ fun k _ => norm_term_le X k).trans ?_
  exact sum_le_hasSum _ (fun k _ => by positivity) (hasSum_real_exp ‖X‖)
```

**Q:** And the amplification by repeated multiplication?

**A:** That is the next lemma, whose `P`, `Q` and `M` are my \(E\), \(T\) and \(e^x\). The equation `split` is the exchange of one factor, `h1` and `h2` bound its two parts, and the induction adds them. `P` and `Q` need not commute.

```lean
omit [NormedAlgebra ℝ 𝔸] in
/-- If `P` and `Q` have norm at most `M`, their powers of order `n + 1` differ by at most
`(n + 1) M^n ‖P - Q‖`. -/
theorem norm_pow_sub_pow_le (P Q : 𝔸) (M : ℝ) (hP : ‖P‖ ≤ M) (hQ : ‖Q‖ ≤ M) (n : ℕ) :
    ‖P ^ (n + 1) - Q ^ (n + 1)‖ ≤ ((n + 1 : ℕ) : ℝ) * M ^ n * ‖P - Q‖ := by
  have hM : 0 ≤ M := (norm_nonneg P).trans hP
  induction n with
  | zero => simp
  | succ n ih =>
    -- exchange one factor at a time
    have split : P ^ (n + 1 + 1) - Q ^ (n + 1 + 1)
        = P * (P ^ (n + 1) - Q ^ (n + 1)) + (P - Q) * Q ^ (n + 1) := by
      rw [pow_succ' P (n + 1), pow_succ' Q (n + 1), mul_sub, sub_mul]
      abel
    have h1 : ‖P * (P ^ (n + 1) - Q ^ (n + 1))‖
        ≤ M * (((n + 1 : ℕ) : ℝ) * M ^ n * ‖P - Q‖) :=
      (norm_mul_le _ _).trans (mul_le_mul hP ih (norm_nonneg _) hM)
    have h2 : ‖(P - Q) * Q ^ (n + 1)‖ ≤ ‖P - Q‖ * M ^ (n + 1) :=
      (norm_mul_le _ _).trans (mul_le_mul_of_nonneg_left
        ((norm_pow_le Q (n + 1)).trans (pow_le_pow_left₀ (norm_nonneg Q) hQ _))
        (norm_nonneg _))
    rw [split]
    refine (norm_add_le _ _).trans ((add_le_add h1 h2).trans (le_of_eq ?_))
    push_cast
    ring
```

For the remainder, `CompleteSpace` is added, so that the exponential series converges in `𝔸`. In the proof, `tail` is the series with its first \(m+1\) terms removed, and `hf` is the factorial inequality.

```lean
variable [CompleteSpace 𝔸]

/-- Truncating the exponential series of `X` after degree `m` costs at most
`‖X‖^(m+1) e^‖X‖ / (m+1)!`. -/
theorem norm_exp_sub_taylorExp_le (m : ℕ) (X : 𝔸) :
    ‖NormedSpace.exp X - taylorExp m X‖
      ≤ ‖X‖ ^ (m + 1) / ((m + 1).factorial : ℝ) * Real.exp ‖X‖ := by
  have tail := (hasSum_nat_add_iff' (m + 1)).mpr
    (NormedSpace.exp_series_hasSum_exp' (𝕂 := ℝ) X)
  refine tail.norm_le_of_bounded ((hasSum_real_exp ‖X‖).mul_left _) fun n => ?_
  refine (norm_term_le X (n + (m + 1))).trans ?_
  -- the factorial of a sum dominates the product of the factorials
  have hf : (n.factorial : ℝ) * ((m + 1).factorial : ℝ) ≤ ((n + (m + 1)).factorial : ℝ) := by
    exact_mod_cast Nat.le_of_dvd (Nat.factorial_pos _)
      (Nat.factorial_mul_factorial_dvd_factorial_add n (m + 1))
  have hinv := inv_anti₀ (by positivity) hf
  refine (mul_le_mul_of_nonneg_right hinv (by positivity)).trans (le_of_eq ?_)
  rw [mul_inv, pow_add, div_eq_mul_inv]
  ring
```

**Q:** So the main theorem only assembles these?

**A:** Yes. It writes \(s=n+1\) to match the power lemma. `hexp` is \(e^A=E^s\), `hE` is \(\|E\|\le e^x\), and `key` is the algebra that turns powers of \(x\) into powers of \(a\).

```lean
/-- Error bound for scaling and squaring: for `s ≥ 1`, the scaled Taylor approximation of
degree `m` differs from `exp A` by at most `‖A‖^(m+1) e^‖A‖ / (s^m (m+1)!)`. -/
theorem norm_exp_sub_scaledTaylor_le (m s : ℕ) (hs : 1 ≤ s) (A : 𝔸) :
    ‖NormedSpace.exp A - scaledTaylor m s A‖
      ≤ ‖A‖ ^ (m + 1) * Real.exp ‖A‖ / ((s : ℝ) ^ m * ((m + 1).factorial : ℝ)) := by
  obtain ⟨n, rfl⟩ : ∃ n, s = n + 1 := ⟨s - 1, by omega⟩
  have hS : (0 : ℝ) < ((n + 1 : ℕ) : ℝ) := by positivity
  obtain ⟨X, hX⟩ : ∃ X : 𝔸, X = ((n + 1 : ℕ) : ℝ)⁻¹ • A := ⟨_, rfl⟩
  have hA : A = (n + 1) • X := by
    rw [hX, ← Nat.cast_smul_eq_nsmul ℝ, smul_smul, mul_inv_cancel₀ hS.ne', one_smul]
  have hnorm : ‖A‖ = ((n + 1 : ℕ) : ℝ) * ‖X‖ := by
    rw [hX, norm_smul, Real.norm_of_nonneg (inv_nonneg.mpr hS.le), ← mul_assoc,
      mul_inv_cancel₀ hS.ne', one_mul]
  -- the exact exponential is the power of the exponential of the scaled operator
  have hexp : NormedSpace.exp A = NormedSpace.exp X ^ (n + 1) := by
    let : NormedAlgebra ℚ 𝔸 := NormedAlgebra.restrictScalars ℚ ℝ 𝔸
    rw [hA, NormedSpace.exp_nsmul]
  have hE : ‖NormedSpace.exp X‖ ≤ Real.exp ‖X‖ :=
    (NormedSpace.exp_series_hasSum_exp' (𝕂 := ℝ) X).norm_le_of_bounded
      (hasSum_real_exp ‖X‖) (norm_term_le X)
  have key : ∀ S x E F : ℝ, 0 < S → 0 < F →
      S * E ^ n * (x ^ (m + 1) / F * E)
        = (S * x) ^ (m + 1) * E ^ (n + 1) / (S ^ m * F) := by
    intro S x E F h1 h2
    rw [eq_div_iff (by positivity)]
    have h3 : x ^ (m + 1) / F * F = x ^ (m + 1) := div_mul_cancel₀ _ h2.ne'
    linear_combination (S ^ (m + 1) * E ^ (n + 1)) * h3
  unfold scaledTaylor
  rw [← hX, hexp, hnorm, Real.exp_nat_mul, ← key _ _ _ _ hS (by positivity)]
  exact (norm_pow_sub_pow_le _ _ _ hE (norm_taylorExp_le m X) n).trans
    (mul_le_mul_of_nonneg_left (norm_exp_sub_taylorExp_le m X) (by positivity))
```

**Q:** Does this say that the approximation converges if I keep \(m\) fixed?

**A:** For \(m\ge1\), yes: the error lies between zero and a constant divided by \(s^m\). For \(m=0\) it can fail. Take the real number \(A=1\): then \(T=1\), so \(T^s=1\) for every \(s\), while \(e^A=e\). The smallest degree that works, \(m=1\), gives the familiar limit \((1+A/s)^s\to e^A\), with error at most \(a^2e^a/(2s)\).

```lean
/-- For a fixed degree `m ≥ 1`, the scaled Taylor approximation converges to `exp A` as the
number `s` of factors grows. -/
theorem tendsto_scaledTaylor (m : ℕ) (hm : 1 ≤ m) (A : 𝔸) :
    Tendsto (fun s : ℕ => scaledTaylor m s A) atTop (𝓝 (NormedSpace.exp A)) := by
  rw [tendsto_iff_norm_sub_tendsto_zero]
  have hpow : Tendsto (fun s : ℕ => (s : ℝ) ^ m * ((m + 1).factorial : ℝ)) atTop atTop :=
    ((tendsto_pow_atTop (by omega)).comp tendsto_natCast_atTop_atTop).atTop_mul_const
      (by positivity)
  refine squeeze_zero' (Eventually.of_forall fun s => norm_nonneg _) ?_
    ((tendsto_const_nhds (x := ‖A‖ ^ (m + 1) * Real.exp ‖A‖)).div_atTop hpow)
  filter_upwards [eventually_ge_atTop 1] with s hs
  rw [norm_sub_rev]
  exact norm_exp_sub_scaledTaylor_le m s hs A
```

**Q:** My program performs squarings. It never calls a general power \(s\).

**A:** The Boltzmann theorem describes that procedure. In it, `(fun Y : 𝔸 => Y * Y)^[j]` means "apply the squaring map \(j\) times"; the brackets mark iteration, not a power. The auxiliary statement `hsq` shows that \(j\) squarings give the power \(2^j\), and the main bound is then applied to \(-\beta H\). The assumption \(\beta\ge0\), the physical range of inverse temperature for ordinary thermal states, gives \(\|-\beta H\|=\beta\|H\|\).

```lean
/-- For inverse temperature `β ≥ 0`, the Boltzmann operator `exp(-βH)` is approximated by
squaring the Taylor polynomial at `-βH / 2^j` a total of `j` times, with error at most
`(β‖H‖)^(m+1) e^(β‖H‖) / (2^(jm) (m+1)!)`. -/
theorem boltzmann_repeated_squaring (m j : ℕ) (β : ℝ) (hβ : 0 ≤ β) (H : 𝔸) :
    ‖NormedSpace.exp (-(β • H))
        - (fun Y : 𝔸 => Y * Y)^[j] (taylorExp m (((2 : ℝ) ^ j)⁻¹ • (-(β • H))))‖
      ≤ (β * ‖H‖) ^ (m + 1) * Real.exp (β * ‖H‖)
        / (((2 : ℝ) ^ j) ^ m * ((m + 1).factorial : ℝ)) := by
  -- squaring `j` times gives the power `2^j`
  have hsq : ∀ (i : ℕ) (Y : 𝔸), (fun Y : 𝔸 => Y * Y)^[i] Y = Y ^ (2 ^ i) := by
    intro i Y
    induction i with
    | zero => simp
    | succ i ih =>
      rw [Function.iterate_succ_apply', ih, pow_succ 2 i, mul_two, pow_add]
  have h := norm_exp_sub_scaledTaylor_le m (2 ^ j) Nat.one_le_two_pow (-(β • H))
  rw [norm_neg, norm_smul, Real.norm_of_nonneg hβ] at h
  rw [hsq]
  simpa only [scaledTaylor, Nat.cast_pow, Nat.cast_ofNat] using h
```

**Q:** Then may I quote this as the error of my thermal density matrix?

**A:** Not yet. The bound concerns the unnormalised operator, before division by its trace. It also assumes that every product is the true product, whereas floating-point arithmetic rounds, and many linear-scaling codes also discard small matrix elements; these extra errors need their own estimate. For a finite-basis Hamiltonian, the theorem supplies the truncation part of the error budget. It is an absolute bound, and the factor \(e^{\beta\|H\|}\) can make it very pessimistic when \(H\) is positive and \(\beta\|H\|\) is large.

**Q:** Could a cleverer proof at least give a faster decay in \(s\)?

**A:** Not for all operators at once, because real numbers \(a>0\) already obey a lower bound of the same order. Here \(a\) is the number being exponentiated, not a norm. For \(a\ge0\), let \(x=a/s\), let \(t\) be the Taylor polynomial at \(x\), and let \(d=x^{m+1}/(m+1)!\) be the first omitted term. All terms are nonnegative, so \(t\ge1\) and \(e^x\ge t+d\). Induction gives \((t+d)^n\ge t^n+nd\), because

\[
(t^n+nd)(t+d)=t^{n+1}+d\,t^n+nd\,t+nd^2\ge t^{n+1}+(n+1)d .
\]

At \(n=s\) this yields \(e^a-t^s\ge sd\), and multiplying by \(s^m\) gives

\[
s^m\,(e^a-t^s)\ge s^{m+1}d=\frac{a^{m+1}}{(m+1)!}.
\]

In the code, `hT1`, `hTd`, `hpow` and `hfin` are these steps in the same order.

```lean
/-- For a real number `a ≥ 0` and `s ≥ 1`, the error of the scaled Taylor approximation,
multiplied by `s^m`, is at least `a^(m+1) / (m+1)!`. -/
theorem scaledTaylor_error_lower_bound (m s : ℕ) (hs : 1 ≤ s) (a : ℝ) (ha : 0 ≤ a) :
    a ^ (m + 1) / ((m + 1).factorial : ℝ)
      ≤ (s : ℝ) ^ m * (Real.exp a - scaledTaylor m s a) := by
  have hS : (0 : ℝ) < (s : ℝ) := by exact_mod_cast hs
  obtain ⟨x, hx⟩ : ∃ x : ℝ, x = (s : ℝ)⁻¹ • a := ⟨_, rfl⟩
  have hx0 : 0 ≤ x := by rw [hx, smul_eq_mul]; positivity
  have hax : a = (s : ℝ) * x := by
    rw [hx, smul_eq_mul, ← mul_assoc, mul_inv_cancel₀ hS.ne', one_mul]
  obtain ⟨d, hd⟩ : ∃ d : ℝ, d = x ^ (m + 1) / ((m + 1).factorial : ℝ) := ⟨_, rfl⟩
  have hd0 : 0 ≤ d := by rw [hd]; positivity
  have hT1 : 1 ≤ taylorExp m x := by
    have h0 : 0 ≤ ∑ k ∈ Finset.range m, ((k + 1).factorial : ℝ)⁻¹ • x ^ (k + 1) :=
      Finset.sum_nonneg fun k _ => by rw [smul_eq_mul]; positivity
    unfold taylorExp
    rw [Finset.sum_range_succ']
    simpa using h0
  -- the first omitted term is a lower bound for the remainder
  have hTd : taylorExp m x + d ≤ Real.exp x := by
    have h := sum_le_hasSum (Finset.range (m + 1 + 1)) (fun k _ => by positivity)
      (hasSum_real_exp x)
    rw [Finset.sum_range_succ] at h
    rw [hd, div_eq_inv_mul]
    simpa only [taylorExp, smul_eq_mul] using h
  have hpow : ∀ n : ℕ, taylorExp m x ^ n + n * d ≤ (taylorExp m x + d) ^ n := by
    intro n
    induction n with
    | zero => simp
    | succ n ih =>
      have h1 : 1 ≤ taylorExp m x ^ n := one_le_pow₀ hT1
      have h2 := mul_le_mul_of_nonneg_right ih (by linarith : 0 ≤ taylorExp m x + d)
      have h3 := mul_nonneg hd0 (sub_nonneg.mpr h1)
      have h4 := mul_nonneg (mul_nonneg (Nat.cast_nonneg (α := ℝ) n) hd0)
        (sub_nonneg.mpr hT1)
      have h5 := mul_nonneg (Nat.cast_nonneg (α := ℝ) n) (mul_nonneg hd0 hd0)
      rw [pow_succ, pow_succ]
      push_cast
      linarith
  have hfin : (s : ℝ) * d ≤ Real.exp a - scaledTaylor m s a := by
    have h := (hpow s).trans (pow_le_pow_left₀ (by linarith) hTd s)
    unfold scaledTaylor
    rw [← hx, hax, Real.exp_nat_mul]
    linarith
  calc a ^ (m + 1) / ((m + 1).factorial : ℝ) = (s : ℝ) ^ m * ((s : ℝ) * d) := by
        rw [hax, hd, mul_pow]
        ring
    _ ≤ _ := mul_le_mul_of_nonneg_left hfin (by positivity)

end

end ScalingAndSquaring
```

```lean
#print axioms ScalingAndSquaring.tendsto_scaledTaylor
#print axioms ScalingAndSquaring.boltzmann_repeated_squaring
#print axioms ScalingAndSquaring.scaledTaylor_error_lower_bound
```

```
'ScalingAndSquaring.tendsto_scaledTaylor' depends on axioms: [propext, Classical.choice, Quot.sound]
'ScalingAndSquaring.boltzmann_repeated_squaring' depends on axioms: [propext, Classical.choice, Quot.sound]
'ScalingAndSquaring.scaledTaylor_error_lower_bound' depends on axioms: [propext, Classical.choice, Quot.sound]
```
